# Dyson solutions with a self-energy from a phase-invariant Φ obey a continuity equation at every site

Let $G$ be a finite square complex matrix, the one-particle Green's function, and let $\Phi$ be a functional of such matrices that is differentiable at $G$ with $d\Phi(X)=\mathrm{Tr}(SX)$. The matrix $S$ is the self-energy. If $\Phi(UAU^*)=\Phi(A)$ for every matrix $A$ and every diagonal matrix of phases $U$, then

$$(SG-GS)_{kk}=0\quad\text{for every site }k.$$

If in addition $(K-S)G=1$ for some matrix $K$, then $(KG-GK)_{kk}=0$ as well. When the indices are sites on a time grid and $K$ is the inverse of the non-interacting Green's function, this is the continuity equation in discrete form. Both identities also hold for a solution of Dyson's equation with the GW self-energy $S_{ij}=-G_{ij}W_{ij}$, where $W$ is any symmetric matrix.

## Site phases and particle number

In Dyson's equation $K$ is the inverse of the non-interacting Green's function. Write $K=D-h$, with $h$ the hopping matrix and $D$ the remaining part. If an index stands for a site together with a point on a time grid, $D$ can be read as a discretised time derivative, and the diagonal of $DG-GD$ describes the change of the density.

Multiplying the orbital on each site by its own phase leaves a density-density interaction unchanged, and the invariance of $\Phi$ expresses this. On a time grid the phases in $U$ may also differ from one time to the next, and the identity at each single time relies on this. It is the symmetry behind particle number. Energy and momentum conservation belong to translations in time and space, which play no role here.

For GW on a finite index set, with $W$ given and symmetric, the result says that the self-energy neither creates nor removes particles on any site once $S$ and Dyson's equation use the same $G$. The symmetry of $W$ means that site $i$ acts on site $j$ as $j$ acts on $i$.

## The statement in Lean

The index type `n` is finite and otherwise arbitrary.

- `gauge θ` is the diagonal matrix $U$ with entries $e^{i\theta_i}$, and `GaugeInvariant Φ` is invariance under all of these.
- `IsSelfEnergy Φ G S` says that $\Phi$, as a function of the matrix entries, has the Fréchet derivative $X\mapsto\mathrm{Tr}(SX)$ at $G$. This fixes the index order $S_{ij}=\partial\Phi/\partial G_{ji}$. The derivative is taken over the reals, because phases are real parameters, but the trace form makes it complex-linear. An exchange term written with $G_{01}G_{10}$ therefore has a self-energy at every $G$, while one written with $|G_{01}|^2$ has none where $G_{01}\neq0$.
- `gwSelfEnergy G W` is the entrywise product $-G_{ij}W_{ij}$, with the sign of the imaginary-time convention.
- `bondCurrent h G i j` is $h_{ij}G_{ji}-G_{ij}h_{ji}$, without the factors that would turn it into a physical current.

The general results are `selfEnergy_commutator_diag` and `continuity_equation`; the GW case is `gw_continuity`. The matrices $D$, $h$ and $W$ are arbitrary apart from the stated equations: $D$ need not be a derivative, and $W$ need not come from a screening equation. A solution $G$ of Dyson's equation is assumed, not constructed. Continuous time and infinite basis sets are left aside.

## Derivation by rotating one phase

Conjugation by $U$ multiplies entries by phases:

$$(UGU^*)_{ij}=e^{i(\theta_i-\theta_j)}G_{ij}.$$

Set $\theta_i=t\,d_i$ with real rates $d_i$. At $t=0$ the entries change at the rate $X_{ij}=i(d_i-d_j)G_{ij}$, where the prefactor $i$ is the imaginary unit. Then

$$\mathrm{Tr}(SX)=\sum_{i,j}S_{ij}\,i(d_j-d_i)G_{ji}
=i\Big[\sum_j d_j(GS)_{jj}-\sum_i d_i(SG)_{ii}\Big].$$

Since $\Phi$ is constant along the rotation, this is zero. Choosing $d_k=1$ and all other rates zero leaves $(GS)_{kk}-(SG)_{kk}=0$.

For square matrices a one-sided inverse is two-sided, so $(K-S)G=1$ gives $G(K-S)=1$. Hence $KG=1+SG$ and $GK=1+GS$, and

$$KG-GK=SG-GS.$$

The diagonal of the left side vanishes. With $K=D-h$ this reads

$$(DG-GD)_{ii}=(hG-Gh)_{ii}=\sum_j\big(h_{ij}G_{ji}-G_{ij}h_{ji}\big).$$

For the GW self-energy no functional is needed:

$$(SG-GS)_{ii}=-\sum_j\big(G_{ij}W_{ij}G_{ji}-G_{ij}G_{ji}W_{ji}\big)=0,$$

because $W_{ji}=W_{ij}$.

## A functional without phase invariance

On two sites, numbered 0 and 1, take $\Phi(A)=A_{01}$. It is differentiable, and its self-energy has the single non-zero entry $S_{10}=1$. Then $(SG-GS)_{00}=-G_{01}$, which is non-zero whenever $G_{01}\neq0$. Having a self-energy that derives from some $\Phi$ is thus not sufficient for the local identity.

## The residual in a GW iteration

A GW cycle builds $S$ from the current Green's function $G$ and solves Dyson's equation for a new one, $G'$. The calculation above, with the two matrices kept apart and $W$ symmetric, gives

$$(KG'-G'K)_{ii}=\sum_jW_{ij}\big(G'_{ij}G_{ji}-G_{ij}G'_{ji}\big).$$

The right side vanishes when $G'=G$. The simplest one-shot scheme stops after the first step, with $G=G_0=K^{-1}$, and can leave a residual. (Practical calculations often start from a mean-field $G_0$ instead.)

The three-site ring in `one_shot_violation` shows this for the matrix equations. It has no time grid and its $W$ is chosen by hand, so it is an algebraic example and not a physical GW calculation. At site 0 only $W_{01}=2$ contributes, with $G_{01}=-\tfrac12-i$ and $G'_{01}=-\tfrac12(1+i)$. Both matrices are Hermitian, so the bracket is $-i/2$ and the residual is $-i$. In the Lean statement $G$ and $G'$ are called `G₀` and `G`. Symmetric $W$ and a solved Dyson equation therefore do not guarantee continuity when the self-energy is built from $K^{-1}$.

## The Lean file

```lean
import Mathlib

open Matrix
open Complex (I)

namespace GWConservation

noncomputable section

variable {n : Type*} [Fintype n] [DecidableEq n]

/-- The diagonal unitary matrix that multiplies the orbital on site `i` by the phase
`exp (i θ_i)`. -/
def gauge (θ : n → ℝ) : Matrix n n ℂ :=
  Matrix.diagonal fun i => Complex.exp (θ i * I)

/-- The functional `Φ` does not change when its argument is conjugated by any diagonal
matrix of phases. -/
def GaugeInvariant (Φ : Matrix n n ℂ → ℂ) : Prop :=
  ∀ (θ : n → ℝ) (A : Matrix n n ℂ), Φ (gauge θ * A * (gauge θ)ᴴ) = Φ A

/-- `S` is the self-energy of `Φ` at `G`: as a function of the matrix entries, `Φ` is
differentiable at `G` with differential `X ↦ Tr (S X)`. -/
def IsSelfEnergy (Φ : Matrix n n ℂ → ℂ) (G S : Matrix n n ℂ) : Prop :=
  ∃ L : (n → n → ℂ) →L[ℝ] ℂ, (∀ X, L X = Matrix.trace (S * Matrix.of X)) ∧
    HasFDerivAt (fun A : n → n → ℂ => Φ (Matrix.of A)) L (fun i j => G i j)

/-- The GW self-energy `Σ_ij = -G_ij W_ij`. -/
def gwSelfEnergy (G W : Matrix n n ℂ) : Matrix n n ℂ :=
  Matrix.of fun i j => -(G i j * W i j)

/-- The bond term `h_ij G_ji - G_ij h_ji` between sites `i` and `j`. -/
def bondCurrent (h G : Matrix n n ℂ) (i j : n) : ℂ :=
  h i j * G j i - G i j * h j i

/-- A change of phases multiplies the entry `A_ij` by `exp (i (θ_i - θ_j))`. -/
theorem gauge_conj_apply (θ : n → ℝ) (A : Matrix n n ℂ) (i j : n) :
    (gauge θ * A * (gauge θ)ᴴ) i j = Complex.exp ((θ i - θ j) * I) * A i j := by
  have h : star (Complex.exp (θ j * I)) = Complex.exp (-(θ j * I)) := by
    rw [← starRingEnd_apply, ← Complex.exp_conj]
    simp
  rw [gauge, Matrix.diagonal_conjTranspose, Matrix.mul_diagonal, Matrix.diagonal_mul]
  simp only [Pi.star_apply, h]
  rw [sub_mul, sub_eq_add_neg, Complex.exp_add]
  ring

/-- Under phases `t d_i` growing linearly in `t`, the entry `G_ij` starts to change at the
rate `i (d_i - d_j) G_ij`. -/
theorem gauge_curve_hasDerivAt (d : n → ℝ) (G : Matrix n n ℂ) :
    HasDerivAt (fun (t : ℝ) (i j : n) => (gauge (t • d) * G * (gauge (t • d))ᴴ) i j)
      (fun i j => I * (d i - d j) * G i j) 0 := by
  refine hasDerivAt_pi.2 fun i => hasDerivAt_pi.2 fun j => ?_
  simp only [gauge_conj_apply, Pi.smul_apply, smul_eq_mul, Complex.ofReal_mul]
  have h0 : HasDerivAt (fun t : ℝ => (t : ℂ)) 1 0 := by
    simpa using (hasDerivAt_id (0 : ℝ)).ofReal_comp
  have h1 : HasDerivAt (fun t : ℝ => ((t : ℂ) * d i - t * d j) * I)
      ((d i - d j) * I) 0 := by
    have e : (fun t : ℝ => ((t : ℂ) * d i - t * d j) * I) =
        fun t : ℝ => (t : ℂ) * (((d i : ℂ) - d j) * I) := by
      funext t
      ring
    rw [e]
    exact (h0.mul_const (((d i : ℂ) - d j) * I)).congr_deriv (one_mul _)
  refine (h1.cexp.mul_const (G i j)).congr_deriv ?_
  simp only [Complex.ofReal_zero, zero_mul, sub_zero, Complex.exp_zero]
  ring

omit [DecidableEq n] in
/-- The trace of `S` times the matrix with entries `i (d_i - d_j) G_ij` equals `i` times the sum
over sites of `d_i ((G S)_ii - (S G)_ii)`. -/
theorem trace_phase_response (d : n → ℝ) (G S : Matrix n n ℂ) :
    Matrix.trace (S * Matrix.of fun i j => I * (d i - d j) * G i j) =
      I * (∑ i, (d i : ℂ) * (G * S) i i - ∑ i, (d i : ℂ) * (S * G) i i) := by
  have e1 : ∑ j, (d j : ℂ) * (G * S) j j = ∑ i, ∑ j, (d j : ℂ) * (G j i * S i j) := by
    simp only [Matrix.mul_apply, Finset.mul_sum]
    exact Finset.sum_comm
  have e2 : ∑ i, (d i : ℂ) * (S * G) i i = ∑ i, ∑ j, (d i : ℂ) * (S i j * G j i) := by
    simp only [Matrix.mul_apply, Finset.mul_sum]
  rw [e1, e2, ← Finset.sum_sub_distrib, Finset.mul_sum]
  simp only [Matrix.trace, Matrix.diag_apply, Matrix.mul_apply, Matrix.of_apply]
  refine Finset.sum_congr rfl fun i _ => ?_
  rw [← Finset.sum_sub_distrib, Finset.mul_sum]
  exact Finset.sum_congr rfl fun j _ => by ring

/-- If `S` is the self-energy at `G` of a gauge-invariant functional, then `S G - G S`
vanishes on every site. -/
theorem selfEnergy_commutator_diag {Φ : Matrix n n ℂ → ℂ} {G S : Matrix n n ℂ}
    (hinv : GaugeInvariant Φ) (hS : IsSelfEnergy Φ G S) (k : n) :
    (S * G - G * S) k k = 0 := by
  obtain ⟨L, hL, hΦ⟩ := hS
  -- rotate the phase of site `k` alone
  obtain ⟨d, hd⟩ : ∃ d : n → ℝ, ∀ i, d i = if i = k then 1 else 0 := ⟨_, fun _ => rfl⟩
  obtain ⟨γ, hγ⟩ : ∃ γ : ℝ → n → n → ℂ,
      γ = fun t i j => (gauge (t • d) * G * (gauge (t • d))ᴴ) i j := ⟨_, rfl⟩
  have hcurve : HasDerivAt γ (fun i j => I * (d i - d j) * G i j) 0 := by
    rw [hγ]
    exact gauge_curve_hasDerivAt d G
  have h0 : γ 0 = fun i j => G i j := by
    funext i j
    simp [hγ, gauge_conj_apply]
  have hΦ' : HasFDerivAt (fun A : n → n → ℂ => Φ (Matrix.of A)) L (γ 0) := by
    rw [h0]
    exact hΦ
  -- the functional is constant along the rotation, so its derivative is zero
  have hcomp := hΦ'.comp_hasDerivAt (0 : ℝ) hcurve
  have hconst : (fun A : n → n → ℂ => Φ (Matrix.of A)) ∘ γ = fun _ => Φ G := by
    funext t
    rw [hγ]
    exact hinv (t • d) G
  rw [hconst] at hcomp
  have hz := hcomp.unique (hasDerivAt_const (0 : ℝ) (Φ G))
  have hsite : ∀ f : n → ℂ, ∑ i, (d i : ℂ) * f i = f k := by
    intro f
    rw [Finset.sum_eq_single k (fun b _ hb => by simp [hd, hb]) (by simp)]
    simp [hd]
  rw [hL, trace_phase_response, hsite fun i => (G * S) i i,
    hsite fun i => (S * G) i i] at hz
  have hk := (mul_eq_zero.1 hz).resolve_left Complex.I_ne_zero
  rw [Matrix.sub_apply]
  linear_combination -hk

/-- For a solution of Dyson's equation `(K - S) G = 1`, the commutators of `G` with `K` and
with the self-energy `S` coincide. -/
theorem dyson_commutator {K S G : Matrix n n ℂ} (h : (K - S) * G = 1) :
    K * G - G * K = S * G - G * S := by
  have h' : G * (K - S) = 1 := mul_eq_one_comm.1 h
  rw [sub_mul] at h
  rw [mul_sub] at h'
  rw [sub_eq_iff_eq_add.1 h, sub_eq_iff_eq_add.1 h']
  abel

/-- Continuity equation: let `S` be the self-energy at `G` of a gauge-invariant functional
and let `(D - h - S) G = 1`. Then on each site the commutator of `D` with `G` equals the sum
of the bond currents of `h`. -/
theorem continuity_equation {Φ : Matrix n n ℂ → ℂ} {D h G S : Matrix n n ℂ}
    (hinv : GaugeInvariant Φ) (hS : IsSelfEnergy Φ G S) (hG : (D - h - S) * G = 1) (i : n) :
    ((D - h) * G - G * (D - h)) i i = 0 ∧
      (D * G - G * D) i i = ∑ j, bondCurrent h G i j := by
  have h0 : ((D - h) * G - G * (D - h)) i i = 0 := by
    rw [dyson_commutator hG]
    exact selfEnergy_commutator_diag hinv hS i
  refine ⟨h0, ?_⟩
  have hb : ∑ j, bondCurrent h G i j = (h * G) i i - (G * h) i i := by
    simp only [bondCurrent, Matrix.mul_apply, Finset.sum_sub_distrib]
  rw [sub_mul, mul_sub] at h0
  simp only [Matrix.sub_apply] at h0 ⊢
  rw [hb]
  linear_combination h0

/-- Self-consistent GW: if `W` is symmetric and `G` solves Dyson's equation with the GW
self-energy built from `G` itself, then `K G - G K` vanishes on every site. -/
theorem gw_continuity {K G W : Matrix n n ℂ} (hW : Wᵀ = W)
    (hG : (K - gwSelfEnergy G W) * G = 1) (i : n) :
    (gwSelfEnergy G W * G - G * gwSelfEnergy G W) i i = 0 ∧ (K * G - G * K) i i = 0 := by
  have h : (gwSelfEnergy G W * G - G * gwSelfEnergy G W) i i = 0 := by
    rw [Matrix.sub_apply, Matrix.mul_apply, Matrix.mul_apply, ← Finset.sum_sub_distrib]
    refine Finset.sum_eq_zero fun j _ => ?_
    have hs : W j i = W i j := congrFun (congrFun hW i) j
    simp only [gwSelfEnergy, Matrix.of_apply, hs]
    ring
  exact ⟨h, by rw [dyson_commutator hG]; exact h⟩

/-- The exchange functional `-v G_01 G_10` of two sites is gauge invariant, and its
self-energy has the entries `-v G_01` and `-v G_10` off the diagonal and zeros on it. -/
theorem selfEnergy_witness (v : ℂ) (G : Matrix (Fin 2) (Fin 2) ℂ) :
    GaugeInvariant (fun A : Matrix (Fin 2) (Fin 2) ℂ => -v * (A 0 1 * A 1 0)) ∧
      IsSelfEnergy (fun A : Matrix (Fin 2) (Fin 2) ℂ => -v * (A 0 1 * A 1 0)) G
        !![0, -v * G 0 1; -v * G 1 0, 0] := by
  constructor
  · intro θ A
    have h : Complex.exp (((θ 0 : ℂ) - θ 1) * I) * Complex.exp (((θ 1 : ℂ) - θ 0) * I)
        = 1 := by
      rw [← Complex.exp_add, ← add_mul]
      simp
    simp only [gauge_conj_apply]
    linear_combination (-v * (A 0 1 * A 1 0)) * h
  · let p (i j : Fin 2) : (Fin 2 → Fin 2 → ℂ) →L[ℝ] ℂ :=
      (ContinuousLinearMap.proj (R := ℝ) (φ := fun _ : Fin 2 => ℂ) j).comp
        (ContinuousLinearMap.proj (R := ℝ) (φ := fun _ : Fin 2 => Fin 2 → ℂ) i)
    have h := (((p 0 1).hasFDerivAt (x := fun i j => G i j)).mul
      ((p 1 0).hasFDerivAt (x := fun i j => G i j))).const_mul (-v)
    refine ⟨_, fun X => ?_, h⟩
    simp [p, Matrix.trace_fin_two, Matrix.vecHead, Matrix.vecTail]
    ring

/-- An algebraic example, not a physical GW calculation: for these three-site matrices `W` is
symmetric and the self-energy is built from `G₀ = K⁻¹`, yet the solution `G` of Dyson's equation has
`(K G - G K)_00 = -i`. -/
theorem one_shot_violation :
    let K : Matrix (Fin 3) (Fin 3) ℂ := !![2, I, -I; -I, 2, I; I, -I, 2]
    let G₀ : Matrix (Fin 3) (Fin 3) ℂ :=
      !![3/2, -1/2 - I, -1/2 + I; -1/2 + I, 3/2, -1/2 - I; -1/2 - I, -1/2 + I, 3/2]
    let W : Matrix (Fin 3) (Fin 3) ℂ := !![0, 2, 0; 2, 0, 2; 0, 2, 0]
    let G : Matrix (Fin 3) (Fin 3) ℂ :=
      !![-1/3, -(1 + I)/2, -2*I/3; -(1 - I)/2, -1/2, -(1 + I)/2; 2*I/3, -(1 - I)/2, -1/3]
    K * G₀ = 1 ∧ Wᵀ = W ∧ (K - gwSelfEnergy G₀ W) * G = 1 ∧
      (K * G - G * K) 0 0 = -I := by
  intro K G₀ W G
  refine ⟨?_, ?_, ?_, ?_⟩
  · ext i j
    fin_cases i <;> fin_cases j <;> apply Complex.ext <;>
      simp [K, G₀, Matrix.mul_apply, Fin.sum_univ_three] <;> norm_num
  · ext i j
    fin_cases i <;> fin_cases j <;> simp [W]
  · -- the one-shot self-energy, entry by entry
    have hS : gwSelfEnergy G₀ W =
        !![0, 1 + 2*I, 0; 1 - 2*I, 0, 1 + 2*I; 0, 1 - 2*I, 0] := by
      ext i j
      fin_cases i <;> fin_cases j <;> apply Complex.ext <;>
        simp [gwSelfEnergy, G₀, W]
    rw [hS]
    ext i j
    fin_cases i <;> fin_cases j <;> apply Complex.ext <;>
      simp [K, G, Matrix.mul_apply, Fin.sum_univ_three] <;> norm_num
  · apply Complex.ext <;> simp [K, G]
    norm_num

end

end GWConservation
```

```lean
#print axioms GWConservation.continuity_equation
-- 'GWConservation.continuity_equation' depends on axioms: [propext, Classical.choice, Quot.sound]
#print axioms GWConservation.gw_continuity
-- 'GWConservation.gw_continuity' depends on axioms: [propext, Classical.choice, Quot.sound]
#print axioms GWConservation.one_shot_violation
-- 'GWConservation.one_shot_violation' depends on axioms: [propext, Classical.choice, Quot.sound]
```

## The proof, lemma by lemma

`gauge_conj_apply` computes the entries of $UAU^*$; its main ingredient is that the conjugate of $e^{i\theta_j}$ is $e^{-i\theta_j}$. `gauge_curve_hasDerivAt` differentiates them at $t=0$. `hasDerivAt_pi` reduces the matrix-valued curve to its entries, and each entry is the constant $G_{ij}$ times the exponential of a linear function of $t$.

`trace_phase_response` is the rearranged trace. It expands both matrix products into double sums, and `Finset.sum_comm` exchanges the order of summation in the $GS$ term. The terms then agree one by one.

`selfEnergy_commutator_diag` joins these parts. The rates `d` are 1 at `k` and 0 elsewhere, and `γ` is the resulting curve of matrices. The chain rule gives `hcomp`, the derivative of $\Phi$ along `γ`. Invariance gives `hconst`: the same function is constant. Uniqueness of the derivative then equates the trace with zero. `hsite` collapses each weighted sum to its term at `k`, and the factor `I` is removed because it is non-zero.

`dyson_commutator` obtains the two-sided inverse from `mul_eq_one_comm` and subtracts the two forms of Dyson's equation. `continuity_equation` combines it with the site identity and expands $K=D-h$; `hb` identifies the sum of bond terms with the diagonal of $hG-Gh$. `gw_continuity` proves the GW cancellation term by term from the symmetry of `W`, and uses Dyson's equation only for its second conclusion.

`selfEnergy_witness` shows that the conditions on $\Phi$ are met by the exchange functional $-vG_{01}G_{10}$ on two sites, for every $v$ and $G$. The two phase factors multiply to 1, and the product rule gives the off-diagonal self-energy entries $-vG_{01}$ and $-vG_{10}$.

`one_shot_violation` verifies its explicit matrices entry by entry, comparing real and imaginary parts. The intermediate claim `hS` evaluates the one-shot self-energy before Dyson's equation is checked.
